# Erfc screening keeps graphene's leading exchange-velocity integral finite at the Dirac point

## Definitions and conventions

Let $k\ge 0$ be the distance from the Dirac point, $L>0$ the momentum cutoff, $q$ the momentum transfer and $w>0$ the screening parameter. All four are inverse lengths. The error function is

$$\operatorname{erf}(x)=\frac{2}{\sqrt\pi}\int_0^x e^{-t^2}\,dt .$$

With the common prefactor left out, the bare and screened velocity integrals are

$$B(k,L)=\int_k^L\frac{dq}{q},\qquad S_w(k,L)=\int_k^L\frac{\operatorname{erf}(q/2w)}{q}\,dq .$$

In Lean these are `bareVelocity k L` and `screenedVelocity w k L`. The bare integral is used only for $k>0$: at $k=0$ it diverges, and Lean gives the integral of a non-integrable function the value $0$.

## Where the integrals come from

In the Dirac model of undoped graphene at zero temperature, exchange couples to the pseudospin direction of $\mathbf k+\mathbf q$. For $q\gg k$, the part of this direction linear in $\mathbf k$ averages over angles to $\mathbf k/(2q)$. The measure $q\,dq$ and the two-dimensional Coulomb kernel $2\pi/q$ then leave $dq/q$, cut off below at about $k$. Replacing $1/r$ by $\operatorname{erfc}(wr)/r$ multiplies the kernel by $\operatorname{erf}(q/2w)$.

## What is proved

`erfc_screening_saturates` says that, for $w,L>0$:

- $0\le S_w(k,L)\le L/(w\sqrt\pi)$ whenever $0\le k\le L$;
- $S_w(k,L)\to S_w(0,L)$ as $k\to0^+$;
- $B(k,L)\to\infty$ in the same limit.

The filter `𝓝[>] 0` expresses the approach from above, and `atTop` expresses divergence to $+\infty$. Lean sets the integrand to zero at $q=0$, a single point that does not affect the integral.

Thus, at leading order in the Dirac model, the logarithmic divergence of the Hartree–Fock velocity is absent for erfc-screened exchange. The theorems start from the two integrals: the Fourier transform, the reduction from the full exchange self-energy and the lattice are not formalised.

## Derivation

Since $0<e^{-t^2}\le1$, we have $0\le\operatorname{erf}(x)\le 2x/\sqrt\pi$ for $x\ge0$. Setting $x=q/(2w)$ and dividing by $q>0$ gives

$$0\le\frac{\operatorname{erf}(q/2w)}{q}\le\frac1{w\sqrt\pi}.$$

Integration over a window $0\le a\le b$ yields

$$0\le S_w(a,b)\le\frac{b-a}{w\sqrt\pi}.$$

The choice $a=k$, $b=L$ proves the uniform bound. Splitting the integral at $k$ gives

$$0\le S_w(0,L)-S_w(k,L)=S_w(0,k)\le\frac{k}{w\sqrt\pi},$$

which proves convergence with a linear rate (`saturation_rate`). This rate concerns the lower limit of the integral, not the error of a Brillouin-zone mesh. The bare integral is $B(k,L)=\ln(L/k)$, which diverges.

For $w\le L$, split $S_w(0,L)$ at $q=w$. The lower window contributes between $0$ and $1/\sqrt\pi$. In the upper one $q/(2w)\ge1/2$, so $\operatorname{erf}(1/2)\le\operatorname{erf}(q/2w)\le1$. Hence

$$\operatorname{erf}(\tfrac12)\ln\frac Lw\le S_w(0,L)\le\frac1{\sqrt\pi}+\ln\frac Lw ,$$

with $\operatorname{erf}(1/2)>0$. The saturated value therefore grows logarithmically as $w\to0$ at fixed $L$.

## The Lean file

```lean
import Mathlib

open Filter Topology MeasureTheory

namespace GrapheneScreenedExchange

noncomputable section

/-- The error function, defined by its Gaussian integral. -/
def erf (x : ℝ) : ℝ := 2 / √Real.pi * ∫ t in (0 : ℝ)..x, Real.exp (-t ^ 2)

/-- The leading exchange-velocity integral of graphene for the bare Coulomb interaction,
over momenta from `k` to the cutoff `L`, without its prefactor. -/
def bareVelocity (k L : ℝ) : ℝ := ∫ q in k..L, 1 / q

/-- The same integral for the erfc-screened interaction with screening parameter `w`,
whose momentum-space kernel carries the extra factor `erf (q / (2 w))`. -/
def screenedVelocity (w k L : ℝ) : ℝ := ∫ q in k..L, erf (q / (2 * w)) / q

lemma gaussian_intervalIntegrable (a b : ℝ) :
    IntervalIntegrable (fun t : ℝ => Real.exp (-t ^ 2)) volume a b :=
  Continuous.intervalIntegrable (by fun_prop) a b

/-- The error function is nondecreasing. -/
theorem erf_mono : Monotone erf := by
  intro x y hxy
  have h := intervalIntegral.integral_add_adjacent_intervals
    (gaussian_intervalIntegrable 0 x) (gaussian_intervalIntegrable x y)
  have h0 : 0 ≤ ∫ t in x..y, Real.exp (-t ^ 2) :=
    intervalIntegral.integral_nonneg hxy (fun t _ => (Real.exp_pos _).le)
  unfold erf
  exact mul_le_mul_of_nonneg_left (by linarith) (by positivity)

/-- The error function never exceeds one on the nonnegative axis. -/
theorem erf_le_one {x : ℝ} (hx : 0 ≤ x) : erf x ≤ 1 := by
  have hi : Integrable (fun t : ℝ => Real.exp (-t ^ 2)) := by
    simpa using integrable_exp_neg_mul_sq (one_pos : (0 : ℝ) < 1)
  have hG : ∫ t in Set.Ioi (0 : ℝ), Real.exp (-t ^ 2) = √Real.pi / 2 := by
    simpa using integral_gaussian_Ioi 1
  -- the truncated Gaussian integral is at most the full half-line integral
  have h : ∫ t in (0 : ℝ)..x, Real.exp (-t ^ 2) ≤ √Real.pi / 2 := by
    rw [intervalIntegral.integral_of_le hx, ← hG]
    exact setIntegral_mono_set hi.integrableOn
      (Eventually.of_forall fun t => (Real.exp_pos _).le)
      (LE.le.eventuallyLE Set.Ioc_subset_Ioi_self)
  have hp : 0 < √Real.pi := Real.sqrt_pos.mpr Real.pi_pos
  calc erf x ≤ 2 / √Real.pi * (√Real.pi / 2) :=
        mul_le_mul_of_nonneg_left h (by positivity)
    _ = 1 := by field_simp

/-- The screening factor vanishes at least linearly at small momentum. -/
theorem screening_factor_le {w : ℝ} (hw : 0 < w) (q : ℝ) :
    |erf (q / (2 * w))| ≤ 1 / (w * √Real.pi) * |q| := by
  have hp : 0 < √Real.pi := Real.sqrt_pos.mpr Real.pi_pos
  have hexp : ∀ t : ℝ, ‖Real.exp (-t ^ 2)‖ ≤ 1 := fun t => by
    rw [Real.norm_eq_abs, abs_of_pos (Real.exp_pos _)]
    exact Real.exp_le_one_iff.mpr (by nlinarith [sq_nonneg t])
  have h := intervalIntegral.norm_integral_le_of_norm_le_const
    (a := 0) (b := q / (2 * w)) (f := fun t : ℝ => Real.exp (-t ^ 2)) (C := 1)
    (fun t _ => hexp t)
  have h2 : |q / (2 * w)| = |q| / (2 * w) := by
    rw [abs_div, abs_of_pos (by positivity : 0 < 2 * w)]
  rw [Real.norm_eq_abs, sub_zero, one_mul, h2] at h
  have hc : 0 < 2 / √Real.pi := by positivity
  unfold erf
  rw [abs_mul, abs_of_pos hc]
  calc _ ≤ 2 / √Real.pi * (|q| / (2 * w)) := mul_le_mul_of_nonneg_left h hc.le
    _ = 1 / (w * √Real.pi) * |q| := by field_simp

lemma kernel_bound {w : ℝ} (hw : 0 < w) (q : ℝ) :
    ‖erf (q / (2 * w)) / q‖ ≤ 1 / (w * √Real.pi) := by
  rw [Real.norm_eq_abs, abs_div]
  exact div_le_of_le_mul₀ (abs_nonneg q) (by positivity) (screening_factor_le hw q)

/-- The screened integrand is integrable over every momentum interval, including those
that contain zero momentum. -/
theorem screened_integrable {w : ℝ} (hw : 0 < w) (a b : ℝ) :
    IntervalIntegrable (fun q => erf (q / (2 * w)) / q) volume a b := by
  have hc : Continuous erf :=
    continuous_const.mul (intervalIntegral.continuous_primitive gaussian_intervalIntegrable 0)
  have hm : Measurable (fun q : ℝ => erf (q / (2 * w)) / q) :=
    (hc.measurable.comp (measurable_id.div_const (2 * w))).div measurable_id
  have hconst : IntervalIntegrable (fun _ : ℝ => 1 / (w * √Real.pi)) volume a b :=
    continuous_const.intervalIntegrable a b
  exact hconst.mono_fun' hm.aestronglyMeasurable (Eventually.of_forall (kernel_bound hw))

/-- A momentum window from `a` to `b` contributes a nonnegative amount to the screened
integral, at most its width divided by `w √π`. -/
theorem screened_window {w a b : ℝ} (hw : 0 < w) (ha : 0 ≤ a) (hab : a ≤ b) :
    0 ≤ screenedVelocity w a b ∧ screenedVelocity w a b ≤ (b - a) / (w * √Real.pi) := by
  constructor
  · refine intervalIntegral.integral_nonneg hab (fun q hq => ?_)
    have hq0 : 0 ≤ q := ha.trans hq.1
    have h0 : erf 0 = 0 := by simp [erf]
    have h1 : erf 0 ≤ erf (q / (2 * w)) := erf_mono (by positivity)
    exact div_nonneg (by linarith) hq0
  · have h := intervalIntegral.norm_integral_le_of_norm_le_const
      (a := a) (b := b) (f := fun q => erf (q / (2 * w)) / q)
      (fun q _ => kernel_bound hw q)
    rw [Real.norm_eq_abs, abs_of_nonneg (sub_nonneg.mpr hab)] at h
    calc screenedVelocity w a b ≤ 1 / (w * √Real.pi) * (b - a) := (le_abs_self _).trans h
      _ = (b - a) / (w * √Real.pi) := by ring

/-- As `k` tends to zero from above, the erfc-screened exchange-velocity integral stays
between `0` and `L / (w √π)` and converges to the integral from zero momentum, while the
bare Coulomb integral tends to infinity. -/
theorem erfc_screening_saturates {w L : ℝ} (hw : 0 < w) (hL : 0 < L) :
    (∀ k, 0 ≤ k → k ≤ L →
      0 ≤ screenedVelocity w k L ∧ screenedVelocity w k L ≤ L / (w * √Real.pi)) ∧
    Tendsto (fun k => screenedVelocity w k L) (𝓝[>] 0) (𝓝 (screenedVelocity w 0 L)) ∧
    Tendsto (fun k => bareVelocity k L) (𝓝[>] 0) atTop := by
  refine ⟨fun k hk hkL => ?_, ?_, ?_⟩
  · obtain ⟨h0, h1⟩ := screened_window hw hk hkL
    refine ⟨h0, h1.trans ?_⟩
    gcongr
    linarith
  · -- the integral is continuous in its lower endpoint
    have hc : Continuous (fun k => screenedVelocity w k L) := by
      have h := (intervalIntegral.continuous_primitive (screened_integrable hw) L).neg
      refine h.congr (fun k => ?_)
      exact (intervalIntegral.integral_symm L k).symm
    exact (hc.tendsto 0).mono_left nhdsWithin_le_nhds
  · -- the bare integral is the logarithm of `L / k`
    have h : Tendsto (fun k : ℝ => Real.log (L * k⁻¹)) (𝓝[>] 0) atTop :=
      Real.tendsto_log_atTop.comp (tendsto_inv_nhdsGT_zero.const_mul_atTop hL)
    refine h.congr' ?_
    filter_upwards [self_mem_nhdsWithin] with k hk
    unfold bareVelocity
    rw [integral_one_div_of_pos hk hL, div_eq_mul_inv]

/-- Stopping the screened integral at momentum `k` instead of zero lowers it by at most
`k / (w √π)`. -/
theorem saturation_rate {w k : ℝ} (hw : 0 < w) (hk : 0 ≤ k) (L : ℝ) :
    0 ≤ screenedVelocity w 0 L - screenedVelocity w k L ∧
    screenedVelocity w 0 L - screenedVelocity w k L ≤ k / (w * √Real.pi) := by
  have hs : screenedVelocity w 0 k + screenedVelocity w k L = screenedVelocity w 0 L :=
    intervalIntegral.integral_add_adjacent_intervals
      (screened_integrable hw 0 k) (screened_integrable hw k L)
  obtain ⟨h0, h1⟩ := screened_window hw le_rfl hk
  rw [sub_zero] at h1
  constructor <;> linarith

/-- For `w ≤ L` the screened integral from zero momentum is bounded below by a positive
multiple of `log (L / w)` and above by `log (L / w)` plus a constant. -/
theorem saturated_value_log {w L : ℝ} (hw : 0 < w) (hwL : w ≤ L) :
    0 < erf (1 / 2) ∧
    erf (1 / 2) * Real.log (L / w) ≤ screenedVelocity w 0 L ∧
    screenedVelocity w 0 L ≤ 1 / √Real.pi + Real.log (L / w) := by
  have hp : 0 < √Real.pi := Real.sqrt_pos.mpr Real.pi_pos
  have hs : screenedVelocity w 0 w + screenedVelocity w w L = screenedVelocity w 0 L :=
    intervalIntegral.integral_add_adjacent_intervals
      (screened_integrable hw 0 w) (screened_integrable hw w L)
  obtain ⟨h0, h1⟩ := screened_window hw le_rfl hw.le
  have h2 : (w - 0) / (w * √Real.pi) = 1 / √Real.pi := by
    rw [sub_zero]
    field_simp
  rw [h2] at h1
  have hlog : ∫ q in w..L, 1 / q = Real.log (L / w) :=
    integral_one_div_of_pos hw (hw.trans_le hwL)
  have hi : IntervalIntegrable (fun q : ℝ => 1 / q) volume w L := by
    apply ContinuousOn.intervalIntegrable
    intro q hq
    rw [Set.uIcc_of_le hwL] at hq
    have hq0 : q ≠ 0 := (hw.trans_le hq.1).ne'
    exact (continuousAt_const.div continuousAt_id hq0).continuousWithinAt
  refine ⟨?_, ?_, ?_⟩
  · have h := intervalIntegral.intervalIntegral_pos_of_pos
      (gaussian_intervalIntegrable 0 (1 / 2)) (fun t => Real.exp_pos _) (by norm_num)
    exact mul_pos (by positivity) h
  · -- above `w` the screening factor is at least `erf (1/2)`
    have h : ∫ q in w..L, erf (1 / 2) * (1 / q) ≤ screenedVelocity w w L := by
      refine intervalIntegral.integral_mono_on hwL (hi.const_mul _)
        (screened_integrable hw w L) (fun q hq => ?_)
      have hq0 : 0 < q := hw.trans_le hq.1
      have he : erf (1 / 2) ≤ erf (q / (2 * w)) := by
        apply erf_mono
        rw [div_le_div_iff₀ (by norm_num) (by positivity)]
        linarith [hq.1]
      rw [mul_one_div]
      exact (div_le_div_iff_of_pos_right hq0).mpr he
    rw [intervalIntegral.integral_const_mul, hlog] at h
    linarith
  · -- above `w` the screening factor is at most one
    have h : screenedVelocity w w L ≤ ∫ q in w..L, 1 / q := by
      refine intervalIntegral.integral_mono_on hwL
        (screened_integrable hw w L) hi (fun q hq => ?_)
      have hq0 : 0 < q := hw.trans_le hq.1
      exact (div_le_div_iff_of_pos_right hq0).mpr (erf_le_one (by positivity))
    rw [hlog] at h
    linarith

end

end GrapheneScreenedExchange
```

```lean
#print axioms GrapheneScreenedExchange.erfc_screening_saturates
#print axioms GrapheneScreenedExchange.saturation_rate
#print axioms GrapheneScreenedExchange.saturated_value_log
```

```
'GrapheneScreenedExchange.erfc_screening_saturates' depends on axioms: [propext, Classical.choice, Quot.sound]
'GrapheneScreenedExchange.saturation_rate' depends on axioms: [propext, Classical.choice, Quot.sound]
'GrapheneScreenedExchange.saturated_value_log' depends on axioms: [propext, Classical.choice, Quot.sound]
```

## How the proof follows the derivation

`erf_mono` adds a nonnegative piece of the Gaussian integral, and `erf_le_one` compares the truncated integral with its half-line value $\sqrt\pi/2$. `screening_factor_le` gives the linear bound for either sign of $q$, and `kernel_bound` divides it by $|q|$.

`screened_integrable` combines this bound with measurability, so $S_w(0,L)$ is a genuine integral. `screened_window` integrates the two-sided estimate.

In the main theorem, convergence comes from continuity of the integral in its lower endpoint: `integral_symm` swaps the limits so that the continuity result for primitives applies. The bare case rewrites the integral as a logarithm. `saturated_value_log` splits at `w` and compares integrands with `integral_mono_on`.

## In a numerical calculation

A quadrature routine that samples $q=0$ should use the limiting integrand $1/(w\sqrt\pi)$ there, not evaluate $0/0$. The same care applies to the three-dimensional erfc kernel in plane-wave codes, $4\pi(1-e^{-q^2/4w^2})/q^2$ in atomic units, whose limit at $q=0$ is $\pi/w^2$.

## Yukawa screening

The interaction $e^{-\kappa r}/r$, with $\kappa>0$, has the two-dimensional kernel $2\pi/\sqrt{q^2+\kappa^2}$. Its screening factor $q/\sqrt{q^2+\kappa^2}$ is at most $q/\kappa$, so the same argument bounds the velocity integral by $L/\kappa$. Its value from zero momentum is $\operatorname{arsinh}(L/\kappa)$.
